# The change in a non-degenerate level's second-order energy when [S, H₀] is added to the perturbation

The theorem `second_order_shift` concerns an operator H₀ on a finite-dimensional complex space, with an orthonormal basis of eigenstates and real energies, and a non-degenerate level g. For a Hermitian perturbation H₁ and an anti-Hermitian S, it states that replacing H₁ by H₁ + [S, H₀] changes the second-order energy of g by −⟨g, ([S, H₁] + ½[S, [S, H₀]]) g⟩. The attempt writes this change as a sum over basis states, in which the energy denominators cancel and the term for g itself vanishes. Completeness of the basis turns the sum into inner products, which are then to be matched with the commutator expression using the symmetry of H₁ and the anti-Hermiticity of S.

The failing Lean file:

```lean
import Mathlib

open Finset Matrix
open scoped ComplexConjugate

namespace SecondOrderShift

noncomputable section

variable {V ι : Type*} [NormedAddCommGroup V] [InnerProductSpace ℂ V]
  [Fintype ι] [DecidableEq ι]

/-- The commutator `[A, B] = AB - BA` of two operators. -/
def comm (A B : Module.End ℂ V) : Module.End ℂ V := A * B - B * A

/-- The first-order operator in the rotated convention, `H1' = H1 + [S, H0]`. -/
def rotated (H0 H1 S : Module.End ℂ V) : Module.End ℂ V := H1 + comm S H0

/-- The second-order operator `[S, H1] + [S, [S, H0]] / 2` induced by the rotation. -/
def induced (H0 H1 S : Module.End ℂ V) : Module.End ℂ V :=
  comm S H1 + (1 / 2 : ℂ) • comm S (comm S H0)

/-- The sum over states `∑ |⟨m, W g⟩|² / (e g - e m)`, over `m ≠ g`, for the second-order energy of
level `g` under a Hermitian perturbation `W`. It has this meaning if `b` is an eigenbasis of the
unperturbed operator with energies `e` and the level `g` is not degenerate. -/
def secondOrder (b : OrthonormalBasis ι ℂ V) (e : ι → ℝ) (g : ι) (W : Module.End ℂ V) : ℝ :=
  ∑ m ∈ univ.erase g, ‖inner ℂ (b m) (W (b g))‖ ^ 2 / (e g - e m)

/-- If the basis states are eigenstates of `H0` with real energies, then `H0` acts to the left on
a basis state by multiplication with its energy. -/
theorem bra_eigen {b : OrthonormalBasis ι ℂ V} {e : ι → ℝ} {H0 : Module.End ℂ V}
    (hH : ∀ m, H0 (b m) = (e m : ℂ) • b m) (m : ι) (x : V) :
    inner ℂ (b m) (H0 x) = (e m : ℂ) * inner ℂ (b m) x := by
  have ho := orthonormal_iff_ite.mp b.orthonormal
  conv_lhs => rw [← b.sum_repr' x]
  simp only [map_sum, map_smul, hH, inner_sum, inner_smul_right, ho, mul_ite, mul_one,
    mul_zero, Finset.sum_ite_eq, Finset.mem_univ, if_true]
  ring

/-- In an eigenbasis of `H0` the rotation changes the coupling of states `m` and `g` by their
energy difference times the matrix element of `S`. -/
theorem rotated_coupling {b : OrthonormalBasis ι ℂ V} {e : ι → ℝ} {H0 : Module.End ℂ V}
    (hH : ∀ m, H0 (b m) = (e m : ℂ) • b m) (H1 S : Module.End ℂ V) (m g : ι) :
    inner ℂ (b m) (rotated H0 H1 S (b g)) =
      inner ℂ (b m) (H1 (b g)) + ((e g : ℂ) - e m) * inner ℂ (b m) (S (b g)) := by
  simp only [rotated, comm, LinearMap.add_apply, LinearMap.sub_apply, Module.End.mul_apply,
    hH, map_smul, inner_add_right, inner_sub_right, inner_smul_right, bra_eigen hH]
  ring

/-- Let the basis states be eigenstates of `H0` with real energies. For a non-degenerate level `g`,
Hermitian `H1` and anti-Hermitian `S`, the second-order energy of `H1'` minus that of `H1` is
`-⟨g, ([S, H1] + [S, [S, H0]] / 2) g⟩`. -/
theorem second_order_shift {b : OrthonormalBasis ι ℂ V} {e : ι → ℝ} {H0 H1 S : Module.End ℂ V}
    {g : ι} (hH : ∀ m, H0 (b m) = (e m : ℂ) • b m) (hg : ∀ m, m ≠ g → e m ≠ e g)
    (h1 : LinearMap.IsSymmetric H1) (hS : ∀ x y, inner ℂ (S x) y = -inner ℂ x (S y)) :
    ((secondOrder b e g (rotated H0 H1 S) - secondOrder b e g H1 : ℝ) : ℂ) =
      -inner ℂ (b g) (induced H0 H1 S (b g)) := by
  let s : ι → ℂ := fun m => inner ℂ (b m) (S (b g))
  let v : ι → ℂ := fun m => inner ℂ (b m) (H1 (b g))
  let F : ι → ℂ := fun m =>
    conj (s m) * v m + conj (v m) * s m + ((e g : ℂ) - e m) * (conj (s m) * s m)
  have parseval : ∀ x y : V,
      ∑ m, conj (inner ℂ (b m) x) * inner ℂ (b m) y = inner ℂ x y := by
    intro x y
    simp only [inner_conj_symm]
    exact b.sum_inner_mul_inner x y
  -- completeness turns the sum over all states into expectation values
  have hsum : ∑ m, F m = inner ℂ (S (b g)) (H1 (b g)) + inner ℂ (H1 (b g)) (S (b g)) +
      (e g : ℂ) * inner ℂ (S (b g)) (S (b g)) - inner ℂ (S (b g)) (H0 (S (b g))) := by
    rw [← parseval (S (b g)) (H1 (b g)), ← parseval (H1 (b g)) (S (b g)),
      ← parseval (S (b g)) (S (b g)), ← parseval (S (b g)) (H0 (S (b g))), Finset.mul_sum,
      ← Finset.sum_add_distrib, ← Finset.sum_add_distrib, ← Finset.sum_sub_distrib]
    refine Finset.sum_congr rfl fun m _ => ?_
    rw [bra_eigen hH]
    simp only [F, s, v]
    ring
  have hind : inner ℂ (b g) (induced H0 H1 S (b g)) = -∑ m, F m := by
    rw [hsum]
    simp only [induced, comm, LinearMap.add_apply, LinearMap.sub_apply, LinearMap.smul_apply,
      Module.End.mul_apply, hH, map_sub, map_smul, inner_add_right, inner_sub_right,
      inner_smul_right, bra_eigen hH]
    linear_combination -hS (b g) (H1 (b g)) + h1 (b g) (S (b g))
      - (e g : ℂ) * hS (b g) (S (b g)) + hS (b g) (H0 (S (b g)))
  -- the state g itself does not contribute
  have hFg : F g = 0 := by
    have hv : conj (v g) = v g := by
      simp only [v, inner_conj_symm]
      exact h1 (b g) (b g)
    have hs : conj (s g) = -s g := by
      simp only [s, inner_conj_symm]
      exact hS (b g) (b g)
    simp only [F, hv, hs]
    ring
  rw [hind, neg_neg, ← Finset.add_sum_erase univ F (Finset.mem_univ g), hFg, zero_add]
  unfold secondOrder
  rw [← Finset.sum_sub_distrib, Complex.ofReal_sum]
  refine Finset.sum_congr rfl fun m hm => ?_
  -- the energy denominators cancel state by state
  have hd : (e g : ℂ) - e m ≠ 0 := by
    rw [sub_ne_zero]
    exact_mod_cast (hg m (Finset.ne_of_mem_erase hm)).symm
  rw [rotated_coupling hH]
  push_cast
  rw [← Complex.conj_mul', ← Complex.conj_mul']
  change conj (v m + ((e g : ℂ) - e m) * s m) * (v m + ((e g : ℂ) - e m) * s m) /
    ((e g : ℂ) - e m) - conj (v m) * v m / ((e g : ℂ) - e m) = F m
  simp only [F, map_add, map_mul, map_sub, Complex.conj_ofReal]
  field_simp
  ring

end

end SecondOrderShift
```

The compiler's answer:

```
Main.lean:82:4: error: ring failed, ring expressions not equal
V : Type u_1
ι : Type u_2
inst✝³ : NormedAddCommGroup V
inst✝² : InnerProductSpace ℂ V
inst✝¹ : Fintype ι
inst✝ : DecidableEq ι
b : OrthonormalBasis ι ℂ V
e : ι → ℝ
H0 H1 S : Module.End ℂ V
g : ι
hH : ∀ (m : ι), H0 (b m) = ↑(e m) • b m
hg : ∀ (m : ι), m ≠ g → e m ≠ e g
h1 : LinearMap.IsSymmetric H1
hS : ∀ (x y : V), inner ℂ (S x) y = -inner ℂ x (S y)
s : ι → ℂ := ⋯
v : ι → ℂ := ⋯
F : ι → ℂ := ⋯
parseval : ∀ (x y : V), ∑ m, (starRingEnd ℂ) (inner ℂ (b m) x) * inner ℂ (b m) y = inner ℂ x y
hsum :
  ∑ m, F m =
    inner ℂ (S (b g)) (H1 (b g)) + inner ℂ (H1 (b g)) (S (b g)) + ↑(e g) * inner ℂ (S (b g)) (S (b g)) -
      inner ℂ (S (b g)) (H0 (S (b g)))
⊢ inner ℂ (b g) (S (H1 (b g))) * 2 + ↑(e g) * inner ℂ (b g) (S (S (b g))) * 2 +
            ↑(e g) * inner ℂ (S (b g)) (S (b g)) * 2 -
          inner ℂ (b g) (S (H0 (S (b g)))) * 2 +
        inner ℂ (S (b g)) (H1 (b g)) * 2 -
      inner ℂ (S (b g)) (H0 (S (b g))) * 2 =
    0
```

Cause. The error is one of sign in the `linear_combination` call that proves `hind`. This tactic subtracts the given combination of hypotheses, left side minus right side, from the goal's own difference, and asks `ring` to show that the result is zero.

Moved to one side, `hS x y` reads ⟨Sx, y⟩ + ⟨x, Sy⟩ = 0. The goal needs its three instances with coefficients 1, `e g` and −1, but the attempt gave −1, −`e g` and 1. With all three signs reversed, the subtraction doubled the corresponding terms of the goal's difference instead of cancelling them, which explains the factors of 2 in the message. The remaining equation does follow from `hS`, but `ring` uses only algebraic identities, not hypotheses, so it fails.

The repair reverses these three signs. The `h1` term already had the right sign and is unchanged.

Fix (accepted with no message):

```diff
@@ -80,6 +80,6 @@
       Module.End.mul_apply, hH, map_sub, map_smul, inner_add_right, inner_sub_right,
       inner_smul_right, bra_eigen hH]
-    linear_combination -hS (b g) (H1 (b g)) + h1 (b g) (S (b g))
-      - (e g : ℂ) * hS (b g) (S (b g)) + hS (b g) (H0 (S (b g)))
+    linear_combination hS (b g) (H1 (b g)) + h1 (b g) (S (b g))
+      + (e g : ℂ) * hS (b g) (S (b g)) - hS (b g) (H0 (S (b g)))
   -- the state g itself does not contribute
   have hFg : F g = 0 := by
```
